# The gradient of the difference between two model energies is minus the difference of their forces

Two models assign real energies `E` and `F` to the configurations of a system with finitely many Cartesian coordinates, and the force in each model is minus the gradient of its energy. The lemma says that if both energies are differentiable at a configuration `x`, then `E - F` has a derivative there, namely the linear map sending a displacement to minus its inner product with the force difference at `x`. Nothing else is assumed about the form of the energies. The attempt subtracts the two derivatives, writes each in terms of its force, and then tries to match the result with the stated derivative.

Lean 4 with Mathlib refuses this proof:

```lean
import Mathlib

open Filter Topology

namespace EnergyVersusForceErrors

noncomputable section

/-- Configurations of a system with `m` Cartesian coordinates. -/
abbrev Config (m : ℕ) := EuclideanSpace ℝ (Fin m)

variable {m : ℕ}

/-- The force is minus the gradient of the energy. -/
def force (E : Config m → ℝ) (x : Config m) : Config m := -gradient E x

/-- The differential of the energy is minus the inner product with the force. -/
theorem fderiv_eq_neg_force (E : Config m → ℝ) (x : Config m) :
    fderiv ℝ E x = -(innerSL ℝ (force E x)) := by
  ext v
  simp [force, gradient]

/-- The differential of the energy error of two models is minus the inner product
with their force error. -/
theorem hasFDerivAt_energy_error {E F : Config m → ℝ} {x : Config m}
    (hE : DifferentiableAt ℝ E x) (hF : DifferentiableAt ℝ F x) :
    HasFDerivAt (fun z => E z - F z) (-(innerSL ℝ (force E x - force F x))) x := by
  have h : HasFDerivAt (fun z => E z - F z) (fderiv ℝ E x - fderiv ℝ F x) x :=
    hE.hasFDerivAt.sub hF.hasFDerivAt
  rw [fderiv_eq_neg_force E, fderiv_eq_neg_force F] at h
  convert h using 1
  rw [map_sub]
  abel

end

end EnergyVersusForceErrors
```

The compiler's answer:

```
Main.lean:32:6: error: Tactic `rewrite` failed: Did not find an occurrence of the pattern
  ?f (?a - ?b)
in the target expression
  (PiLp.innerProductSpace fun x => ℝ).toModule = WithLp.instModule 2 ℝ ((i : Fin m) → (fun x => ℝ) i)

case e'_5
m : ℕ
E F : Config m → ℝ
x : Config m
hE : DifferentiableAt ℝ E x
hF : DifferentiableAt ℝ F x
h : HasFDerivAt (fun z => E z - F z) (-(innerSL ℝ) (force E x) - -(innerSL ℝ) (force F x)) x
⊢ (PiLp.innerProductSpace fun x => ℝ).toModule = WithLp.instModule 2 ℝ ((i : Fin m) → (fun x => ℝ) i)
```

After these edits no error is left:

```diff
@@ -29,5 +29,5 @@
     hE.hasFDerivAt.sub hF.hasFDerivAt
   rw [fderiv_eq_neg_force E, fderiv_eq_neg_force F] at h
-  convert h using 1
+  refine h.congr_fderiv ?_
   rw [map_sub]
   abel
```

Diagnosis. The error is reported at `rw [map_sub]`, but its origin is the line before. `convert h using 1` compares the goal with `h` argument by argument, including the implicit ones. One of these is the module structure on the configuration space, which the goal takes from the inner product space and `h` takes from `WithLp.instModule`. `convert` did not close this equation by itself and left it as a goal. `rw` acts on the first goal, which was this one, and an equation between module structures contains no map applied to a difference, so `map_sub` had nothing to rewrite.

The repair uses `h.congr_fderiv`, which changes the derivative in a `HasFDerivAt` statement given a proof that the old and new derivatives are equal. Lean accepts the two module structures as the same by definition when it checks this step, so the only goal left is the equation between the derivatives. There `map_sub` splits `innerSL ℝ` applied to the force difference, and `abel` settles the signs. Those two lines are unchanged.
